# Raising a positive semidefinite kernel never raises the coupling-strength integrand of the correlation energy

The theorem `integrand_antitone` concerns the integrand Tr(v S [(1 + l S K S)⁻¹ − 1] S) of the correlation energy at a fixed coupling strength l ≥ 0. All matrices are real and finite, S is symmetric, and v and the kernel K are positive semidefinite. If K is replaced by a kernel L for which L − K is positive semidefinite, the integrand falls or stays the same. The proof uses the fact that inversion reverses the order of positive definite matrices, and that the trace of a product of two positive semidefinite matrices is nonnegative. It then has to identify the difference of the two integrands with such a trace.

In Lean, a first try:

```lean
import Mathlib

open Matrix

namespace IntegrandAntitone

noncomputable section

variable {n : Type*} [Fintype n] [DecidableEq n]

/-- The coupling-strength integrand `U(K) = Tr(v S [(1 + l S K S)⁻¹ - 1] S)` of the correlation
energy. Its domain is invertible `1 + l S K S`. -/
def integrand (v S K : Matrix n n ℝ) (l : ℝ) : ℝ :=
  trace (v * (S * ((1 + l • (S * K * S))⁻¹ - 1) * S))

/-- The trace of a product of two positive semidefinite matrices is nonnegative. -/
theorem trace_mul_nonneg {A M : Matrix n n ℝ} (hA : A.PosSemidef) (hM : M.PosSemidef) :
    0 ≤ trace (A * M) := by
  let b := hA.isHermitian.eigenvectorBasis
  let d := hA.isHermitian.eigenvalues
  let W : Matrix n n ℝ := Matrix.of fun i j => (b j).ofLp i
  -- the eigenvectors form an orthogonal matrix that diagonalises `A`
  have hW : Wᵀ * W = 1 := by
    ext i j
    have h := orthonormal_iff_ite.mp b.orthonormal i j
    rw [PiLp.inner_apply] at h
    rw [Matrix.mul_apply, Matrix.one_apply, ← h]
    refine Finset.sum_congr rfl fun k _ => ?_
    simp [W, mul_comm]
  have hW' : W * Wᵀ = 1 := mul_eq_one_comm.mp hW
  have hAW : A * W = W * diagonal d := by
    ext i j
    have h := congrFun (hA.isHermitian.mulVec_eigenvectorBasis j) i
    rw [Matrix.mul_diagonal]
    calc (A * W) i j = (A *ᵥ (b j).ofLp) i := rfl
      _ = d j * (b j).ofLp i := h
      _ = W i j * d j := mul_comm _ _
  have hN : (Wᵀ * M * W).PosSemidef := by
    have h := hM.conjTranspose_mul_mul_same W
    rwa [Matrix.conjTranspose_eq_transpose_of_trivial] at h
  have key : trace (A * M) = ∑ j, (Wᵀ * M * W) j j * d j := by
    calc trace (A * M) = trace (A * (W * Wᵀ) * M) := by rw [hW', mul_one]
      _ = trace (W * diagonal d * (Wᵀ * M)) := by
        rw [← hAW]; simp only [mul_assoc]
      _ = trace (Wᵀ * M * W * diagonal d) := by
        rw [Matrix.trace_mul_comm]; simp only [mul_assoc]
      _ = _ := by simp only [Matrix.trace, Matrix.diag_apply, Matrix.mul_diagonal]
  rw [key]
  refine Finset.sum_nonneg fun j _ => mul_nonneg ?_ (hA.eigenvalues_nonneg j)
  have h := hN.dotProduct_mulVec_nonneg (Pi.single j 1)
  simpa [dotProduct, Matrix.mulVec, Pi.single_apply] using h

/-- Inversion reverses the order of positive definite matrices: if `P ≥ Q` then
`Q⁻¹ ≥ P⁻¹`. -/
theorem inv_sub_inv_posSemidef {P Q : Matrix n n ℝ} (hP : P.PosDef) (hQ : Q.PosDef)
    (h : (P - Q).PosSemidef) : (Q⁻¹ - P⁻¹).PosSemidef := by
  have p1 := Matrix.nonsing_inv_mul P hP.det_pos.ne'.isUnit
  have p2 := Matrix.mul_nonsing_inv P hP.det_pos.ne'.isUnit
  have q1 := Matrix.nonsing_inv_mul Q hQ.det_pos.ne'.isUnit
  have q2 := Matrix.mul_nonsing_inv Q hQ.det_pos.ne'.isUnit
  -- `P Q⁻¹ P - P` is a sum of two positive semidefinite matrices
  have e : (P - Q) + (P - Q) * Q⁻¹ * (P - Q) = P * Q⁻¹ * P - P := by
    calc _ = (P - Q) + (P * Q⁻¹ * P - P * (Q⁻¹ * Q) - (Q * Q⁻¹) * P
          + (Q * Q⁻¹) * Q) := by noncomm_ring
      _ = _ := by rw [q1, q2]; noncomm_ring
  have hR := h.add (hQ.inv.posSemidef.conjTranspose_mul_mul_same (P - Q))
  rw [h.isHermitian.eq, e] at hR
  -- congruence with `P⁻¹` turns it into the difference of the inverses
  have hT := hR.conjTranspose_mul_mul_same P⁻¹
  rw [hP.inv.isHermitian.eq] at hT
  have e2 : P⁻¹ * (P * Q⁻¹ * P - P) * P⁻¹ = Q⁻¹ - P⁻¹ := by
    calc _ = (P⁻¹ * P) * Q⁻¹ * (P * P⁻¹) - (P⁻¹ * P) * P⁻¹ := by noncomm_ring
      _ = _ := by rw [p1, p2, one_mul, mul_one, one_mul]
  rwa [e2] at hT

/-- For symmetric `S`, a positive semidefinite kernel and `l ≥ 0`, the matrix `1 + l S K S` is
positive definite. -/
theorem dielectric_posDef {S K : Matrix n n ℝ} {l : ℝ} (hS : S.IsHermitian)
    (hK : K.PosSemidef) (hl : 0 ≤ l) : (1 + l • (S * K * S)).PosDef := by
  have h := hK.conjTranspose_mul_mul_same S
  rw [hS.eq] at h
  exact Matrix.PosDef.one.add_posSemidef (h.smul hl)

/-- For symmetric `S`, positive semidefinite `v` and `l ≥ 0`, raising a positive semidefinite
kernel `K` to `L ≥ K` lowers the integrand or leaves it unchanged. -/
theorem integrand_antitone {v S K L : Matrix n n ℝ} {l : ℝ} (hS : S.IsHermitian)
    (hv : v.PosSemidef) (hK : K.PosSemidef) (hKL : (L - K).PosSemidef) (hl : 0 ≤ l) :
    integrand v S L l ≤ integrand v S K l := by
  have hL : L.PosSemidef := by simpa using hKL.add hK
  have hd : ((1 + l • (S * L * S)) - (1 + l • (S * K * S))).PosSemidef := by
    have h := (hKL.conjTranspose_mul_mul_same S).smul hl
    rw [hS.eq, mul_sub, sub_mul, smul_sub] at h
    rwa [add_sub_add_left_eq_sub]
  have hD := (inv_sub_inv_posSemidef (dielectric_posDef hS hL hl)
    (dielectric_posDef hS hK hl) hd).conjTranspose_mul_mul_same S
  rw [hS.eq] at hD
  have ht := trace_mul_nonneg hv hD
  unfold integrand
  rw [← sub_nonneg, ← Matrix.trace_sub]
  convert ht using 2
  noncomm_ring

end

end IntegrandAntitone
```

The compiler's answer:

```
Main.lean:101:2: error: `noncomm_ring` simp lemmas don't apply; try `abel` instead
case e'_4
n : Type u_1
inst✝¹ : Fintype n
inst✝ : DecidableEq n
v S K L : Matrix n n ℝ
l : ℝ
hS : S.IsHermitian
hv : v.PosSemidef
hK : K.PosSemidef
hKL : (L - K).PosSemidef
hl : 0 ≤ l
hL : L.PosSemidef
hd : (1 + l • (S * L * S) - (1 + l • (S * K * S))).PosSemidef
hD : (S * ((1 + l • (S * K * S))⁻¹ - (1 + l • (S * L * S))⁻¹) * S).PosSemidef
ht : 0 ≤ (v * (S * ((1 + l • (S * K * S))⁻¹ - (1 + l • (S * L * S))⁻¹) * S)).trace
⊢ Real.instAddCommGroup.toAddCommMonoid = Real.instAddCommMonoid
```

Cause. The error is in the last step, where `convert ht using 2` should leave a matrix identity for `noncomm_ring`. The goal that `noncomm_ring` meets is instead `Real.instAddCommGroup.toAddCommMonoid = Real.instAddCommMonoid`, which says that two ways of giving the real numbers their additive structure agree. The first comes from rewriting with `Matrix.trace_sub`, which needs subtraction and so takes the structure from an additive group, while the trace in `ht` uses the second. `convert` compared the arguments of the two traces and left this equality as a goal. It contains no ring expression to rearrange, so the simp lemmas of `noncomm_ring` don't apply.

The repair states the matrix identity separately as `e`, for arbitrary `X` and `Y` in place of the two inverses, and there `noncomm_ring` has the kind of goal it is made for. `rw [e]` then brings the difference inside the trace to the form it has in `ht`. `exact ht` closes the goal, because Lean accepts the two additive structures as equal by definition.

Lean accepts the file once it reads:

```diff
@@ -98,6 +98,10 @@
   unfold integrand
   rw [← sub_nonneg, ← Matrix.trace_sub]
-  convert ht using 2
-  noncomm_ring
+  have e : ∀ X Y : Matrix n n ℝ,
+      v * (S * (X - 1) * S) - v * (S * (Y - 1) * S) = v * (S * (X - Y) * S) := by
+    intro X Y
+    noncomm_ring
+  rw [e]
+  exact ht
 
 end
```
